# With p = i[H, r], the expectation value of L(O) in an energy eigenvector does not depend on the gauge origin

## Does the moment depend on where the molecule sits?

An orbital magnetic moment is computed from an angular momentum, and an angular momentum is taken about a point $O$, the gauge origin. If its expectation value in a stationary state changed with $O$, translating the coordinate frame would change the reported moment of the same molecule. For finite matrices this does not happen when the momentum is the commutator of the Hamiltonian with position.

Let $H$ be a Hermitian matrix and $r_0, r_1, r_2$ the matrices of the coordinates $x, y, z$ of one particle. With $\hbar = 1$ and unit mass, define

$$p_j = i[H, r_j], \qquad L(O)_k = (r_{k+1} - O_{k+1})\,p_{k+2} - (r_{k+2} - O_{k+2})\,p_{k+1},$$

where $O$ is a real vector and indices are added modulo three. This is the Levi-Civita sum for $(r - O)\times p$. The first relation is the Heisenberg equation of motion: $p_j$ is the rate of change of $r_j$, so momentum here means mass times velocity.

## The origin shift

Let $D = O' - O$. Expanding the products, the terms $r_i p_j$ cancel in the difference:

$$L(O')_k - L(O)_k = -(D_{k+1}p_{k+2} - D_{k+2}p_{k+1}) = -(D \times p)_k .$$

The matrix $L(O)$ therefore does depend on the origin in general. Now let $Hu = au$ and $Hw = bw$ with real $a, b$. Since $H$ is Hermitian, it acts to the left on $u$ with the value $a$, so

$$\langle u, p_j w\rangle = i\langle u, (Hr_j - r_jH)w\rangle = i(a-b)\langle u, r_j w\rangle .$$

Writing $x_j = \langle u, r_j w\rangle$, we get

$$\langle u, L(O')_k w\rangle = \langle u, L(O)_k w\rangle - i(a-b)(D\times x)_k .$$

For $u = w = v$ and $a = b = E$ the last term vanishes, which is the main result.

## Transitions and rotatory strength

For two different states the shift vanishes for all origins if $a = b$ or $x = 0$. Conversely, if $a \neq b$ and the element never changes, then $D \times x = 0$ for every $D$. Taking $D$ as the unit vector along axis $j+2$ and reading component $j+1$ gives $x_j = 0$.

The rotatory strength, up to constants, is $\operatorname{Im}\sum_k \langle u, r_k w\rangle\langle w, L(O)_k u\rangle$. If the $r_k$ are Hermitian, then $\langle w, r_k u\rangle = \bar x_k$, and the sum shifts by

$$-i(b-a)\,x\cdot(D\times\bar x) = -i(b-a)\,D\cdot(\bar x\times x).$$

Complex conjugation reverses the sign of $\bar x\times x$, so this vector is purely imaginary and the shift is real. The imaginary part stays fixed, even though the individual elements of $L$ may move. The rotatory strength determines the circular dichroism intensity of randomly oriented molecules. In this one-particle matrix model it is thus free of origin error when $L(O)$ is built from $i[H, r]$.

## A state that is not an eigenvector

Take $H = \sigma_z$, $r = (\sigma_x, 0, 0)$ and the vector $(1, i)$, which mixes the two energies. Then $p_0 = i[\sigma_z, \sigma_x] = -2\sigma_y$ and $L(O)_2 = O_1 p_0 = -2O_y\sigma_y$. The vector has squared norm 2 and is an eigenvector of $\sigma_y$ with eigenvalue $1$, so the matrix element is $-4O_y$. For the normalised state the expectation value is $-2O_y$, which takes any real value as the origin moves.

## How the Lean statement reads

In `expectation_origin_independent`, `n` is a finite index type for an orthonormal basis, `hH` says that $H$ is Hermitian, and `hv` is the eigenvalue equation with real `E`. The conclusion equates the two matrix elements for all origins `O`, `O'` and each component `k`.

`matElem u A w` is $\langle u, Aw\rangle$, conjugate-linear in `u`. Vectors need not be normalised, so `matElem v A v` is the expectation value times the squared norm of `v`. The position matrices need be neither Hermitian nor commuting, except that `rotatoryStrength_origin_independent` assumes Hermiticity in `hr`. The model has one particle: sums over several electrons, unbounded operators, spin, and second-order properties such as shieldings are not covered.

The momentum could also have been modelled as three independent matrices, for instance those of $-i\nabla$ in a finite basis. The shift law would survive, but the expectation value would change by $-D\times\langle v, p\,v\rangle$. Origin independence would then need $\langle v, p_j v\rangle = 0$ as an extra hypothesis, which truncating the basis can spoil.

```lean
import Mathlib

open Matrix

namespace GaugeOriginAngularMomentum

noncomputable section

variable {n : Type*} [Fintype n] [DecidableEq n]

/-- The matrix element `⟨u, A w⟩`. -/
def matElem (u : n → ℂ) (A : Matrix n n ℂ) (w : n → ℂ) : ℂ :=
  star u ⬝ᵥ (A *ᵥ w)

/-- The momentum `p_j = i [H, r_j]` of a particle of unit mass, with `ħ = 1`. -/
def momentum (H : Matrix n n ℂ) (r : Fin 3 → Matrix n n ℂ) (j : Fin 3) : Matrix n n ℂ :=
  Complex.I • (H * r j - r j * H)

/-- The cross product `a × p` of a real vector with a vector of matrices;
indices are added modulo three. -/
def crossOp (a : Fin 3 → ℝ) (p : Fin 3 → Matrix n n ℂ) (k : Fin 3) : Matrix n n ℂ :=
  (a (k + 1) : ℂ) • p (k + 2) - (a (k + 2) : ℂ) • p (k + 1)

/-- The angular momentum `L(O) = (r - O) × p` about the gauge origin `O`;
indices are added modulo three. -/
def angMom (H : Matrix n n ℂ) (r : Fin 3 → Matrix n n ℂ) (O : Fin 3 → ℝ) (k : Fin 3) :
    Matrix n n ℂ :=
  (r (k + 1) - (O (k + 1) : ℂ) • 1) * momentum H r (k + 2)
    - (r (k + 2) - (O (k + 2) : ℂ) • 1) * momentum H r (k + 1)

/-- The rotatory strength of the transition between `u` and `w`, up to constant factors:
the imaginary part of `∑ k, ⟨u, r_k w⟩ ⟨w, L(O)_k u⟩`. -/
def rotatoryStrength (H : Matrix n n ℂ) (r : Fin 3 → Matrix n n ℂ) (O : Fin 3 → ℝ)
    (u w : n → ℂ) : ℝ :=
  (∑ k, matElem u (r k) w * matElem w (angMom H r O k) u).im

omit [DecidableEq n] in
/-- Matrix elements respect differences of operators. -/
theorem matElem_sub (u w : n → ℂ) (A B : Matrix n n ℂ) :
    matElem u (A - B) w = matElem u A w - matElem u B w := by
  simp only [matElem, Matrix.sub_mulVec, dotProduct_sub]

omit [DecidableEq n] in
/-- Matrix elements respect complex multiples of operators. -/
theorem matElem_smul (u w : n → ℂ) (c : ℂ) (A : Matrix n n ℂ) :
    matElem u (c • A) w = c * matElem u A w := by
  simp only [matElem, Matrix.smul_mulVec, dotProduct_smul, smul_eq_mul]

omit [DecidableEq n] in
/-- Exchanging the two states conjugates the matrix element of a Hermitian operator. -/
theorem matElem_conj {A : Matrix n n ℂ} (hA : A.IsHermitian) (u w : n → ℂ) :
    matElem w A u = star (matElem u A w) := by
  have h : star w ⬝ᵥ (A *ᵥ u) = star (star (A *ᵥ u) ⬝ᵥ w) := Matrix.star_dotProduct _ _
  unfold matElem
  rw [h, Matrix.star_mulVec, hA.eq, ← Matrix.dotProduct_mulVec]

/-- Moving the gauge origin from `O` to `O'` changes the angular momentum by
`-(O' - O) × p`. -/
theorem angMom_shift (H : Matrix n n ℂ) (r : Fin 3 → Matrix n n ℂ) (O O' : Fin 3 → ℝ)
    (k : Fin 3) :
    angMom H r O' k = angMom H r O k - crossOp (O' - O) (momentum H r) k := by
  simp only [angMom, crossOp, sub_mul, smul_mul_assoc, one_mul, Pi.sub_apply,
    Complex.ofReal_sub]
  module

/-- Between eigenvectors of energies `a` and `b`, the momentum element is `i (a - b)` times
the position element. -/
theorem transition_momentum {H : Matrix n n ℂ} (hH : H.IsHermitian)
    (r : Fin 3 → Matrix n n ℂ) {u w : n → ℂ} {a b : ℝ}
    (hu : H *ᵥ u = (a : ℂ) • u) (hw : H *ᵥ w = (b : ℂ) • w) (j : Fin 3) :
    matElem u (momentum H r j) w = Complex.I * (a - b) * matElem u (r j) w := by
  -- the Hermitian operator acts to the left with the same real energy
  have hl : star u ᵥ* H = (a : ℂ) • star u := by
    have h := Matrix.star_mulVec H u
    rw [hH.eq, hu] at h
    rw [← h, star_smul, Complex.star_def, Complex.conj_ofReal]
  have h1 : matElem u (H * r j) w = a * matElem u (r j) w := by
    unfold matElem
    rw [← Matrix.mulVec_mulVec, Matrix.dotProduct_mulVec, hl, smul_dotProduct, smul_eq_mul]
  have h2 : matElem u (r j * H) w = b * matElem u (r j) w := by
    unfold matElem
    rw [← Matrix.mulVec_mulVec, hw, Matrix.mulVec_smul, dotProduct_smul, smul_eq_mul]
  rw [momentum, matElem_smul, matElem_sub, h1, h2]
  ring

/-- Between eigenvectors of energies `a` and `b`, moving the origin changes the element of `L`
by `-i (a - b) (O' - O) × ⟨u, r w⟩`. -/
theorem transition_shift {H : Matrix n n ℂ} (hH : H.IsHermitian)
    (r : Fin 3 → Matrix n n ℂ) {u w : n → ℂ} {a b : ℝ}
    (hu : H *ᵥ u = (a : ℂ) • u) (hw : H *ᵥ w = (b : ℂ) • w) (O O' : Fin 3 → ℝ) (k : Fin 3) :
    matElem u (angMom H r O' k) w = matElem u (angMom H r O k) w
      - Complex.I * (a - b) * (((O' (k + 1) : ℂ) - O (k + 1)) * matElem u (r (k + 2)) w
        - ((O' (k + 2) : ℂ) - O (k + 2)) * matElem u (r (k + 1)) w) := by
  rw [angMom_shift H r O O' k, matElem_sub, crossOp, matElem_sub, matElem_smul, matElem_smul,
    transition_momentum hH r hu hw (k + 2), transition_momentum hH r hu hw (k + 1)]
  simp only [Pi.sub_apply, Complex.ofReal_sub]
  ring

/-- The expectation value of the angular momentum in an eigenvector of `H` is the same for
every gauge origin. -/
theorem expectation_origin_independent {H : Matrix n n ℂ} (hH : H.IsHermitian)
    (r : Fin 3 → Matrix n n ℂ) {v : n → ℂ} {E : ℝ} (hv : H *ᵥ v = (E : ℂ) • v)
    (O O' : Fin 3 → ℝ) (k : Fin 3) :
    matElem v (angMom H r O' k) v = matElem v (angMom H r O k) v := by
  rw [transition_shift hH r hv hv O O' k]
  ring

/-- The angular momentum element between two eigenvectors is independent of the origin exactly
when their energies agree or all position elements between them vanish. -/
theorem transition_origin_independent_iff {H : Matrix n n ℂ} (hH : H.IsHermitian)
    (r : Fin 3 → Matrix n n ℂ) {u w : n → ℂ} {a b : ℝ}
    (hu : H *ᵥ u = (a : ℂ) • u) (hw : H *ᵥ w = (b : ℂ) • w) :
    (∀ (O O' : Fin 3 → ℝ) (k : Fin 3),
      matElem u (angMom H r O' k) w = matElem u (angMom H r O k) w)
      ↔ a = b ∨ ∀ j, matElem u (r j) w = 0 := by
  constructor
  · intro h
    by_cases hab : a = b
    · exact Or.inl hab
    refine Or.inr fun j => ?_
    have hne : Complex.I * ((a : ℂ) - b) ≠ 0 :=
      mul_ne_zero Complex.I_ne_zero (sub_ne_zero.mpr (by exact_mod_cast hab))
    have key : ∀ (D : Fin 3 → ℝ) (k : Fin 3), (D (k + 1) : ℂ) * matElem u (r (k + 2)) w
        - (D (k + 2) : ℂ) * matElem u (r (k + 1)) w = 0 := by
      intro D k
      have h1 := h 0 D k
      rw [transition_shift hH r hu hw 0 D k] at h1
      simp only [Pi.zero_apply, Complex.ofReal_zero, sub_zero] at h1
      refine (mul_eq_zero.mp ?_).resolve_left hne
      linear_combination -h1
    -- a unit displacement along a perpendicular axis isolates the component `j`
    have e1 : ∀ j : Fin 3, j + 1 + 1 = j + 2 := by decide
    have e2 : ∀ j : Fin 3, j + 1 + 2 = j := by decide
    have e3 : ∀ j : Fin 3, j ≠ j + 2 := by decide
    have h2 := key (Pi.single (j + 2) 1) (j + 1)
    rw [e1, e2, Pi.single_eq_same, Pi.single_eq_of_ne (e3 j)] at h2
    simpa using h2
  · rintro (h | h) O O' k
    · rw [transition_shift hH r hu hw O O' k, h]
      ring
    · rw [transition_shift hH r hu hw O O' k]
      simp [h]

/-- For Hermitian position matrices, the rotatory strength between two eigenvectors of `H` is
the same for every gauge origin. -/
theorem rotatoryStrength_origin_independent {H : Matrix n n ℂ} (hH : H.IsHermitian)
    {r : Fin 3 → Matrix n n ℂ} (hr : ∀ j, (r j).IsHermitian) {u w : n → ℂ} {a b : ℝ}
    (hu : H *ᵥ u = (a : ℂ) • u) (hw : H *ᵥ w = (b : ℂ) • w) (O O' : Fin 3 → ℝ) :
    rotatoryStrength H r O' u w = rotatoryStrength H r O u w := by
  have hk := fun k => transition_shift hH r hw hu O O' k
  simp only [fun j => matElem_conj (hr j) u w] at hk
  unfold rotatoryStrength
  -- the shift of the sum is a real number
  simp only [hk, Fin.sum_univ_three, show (0 : Fin 3) + 1 = 1 from rfl,
    show (0 : Fin 3) + 2 = 2 from rfl, show (1 : Fin 3) + 1 = 2 from rfl,
    show (1 : Fin 3) + 2 = 0 from rfl, show (2 : Fin 3) + 1 = 0 from rfl,
    show (2 : Fin 3) + 2 = 1 from rfl]
  simp only [Complex.add_im, Complex.sub_im, Complex.sub_re, Complex.mul_im, Complex.mul_re,
    Complex.I_re, Complex.I_im, Complex.ofReal_re, Complex.ofReal_im, Complex.star_def,
    Complex.conj_re, Complex.conj_im]
  ring

/-- In the two-level model `H = σ_z`, `r = (σ_x, 0, 0)`, the matrix element `⟨v, L(O)_2 v⟩` of the
third component of `L(O)`, with the unnormalised vector `v = (1, i)`, equals `-4 O_y`. -/
theorem superposition_origin_dependence (O : Fin 3 → ℝ) :
    matElem ![1, Complex.I]
      (angMom !![1, 0; 0, -1] ![!![0, 1; 1, 0], 0, 0] O 2) ![1, Complex.I]
      = -4 * (O 1 : ℂ) := by
  simp only [angMom, momentum, show (2 : Fin 3) + 1 = 0 from rfl,
    show (2 : Fin 3) + 2 = 1 from rfl]
  apply Complex.ext <;>
    simp [matElem, Matrix.mulVec, dotProduct, Fin.sum_univ_two]
  ring

end

end GaugeOriginAngularMomentum
```

```lean
#print axioms GaugeOriginAngularMomentum.expectation_origin_independent
-- 'GaugeOriginAngularMomentum.expectation_origin_independent' depends on axioms: [propext, Classical.choice, Quot.sound]
#print axioms GaugeOriginAngularMomentum.transition_origin_independent_iff
-- 'GaugeOriginAngularMomentum.transition_origin_independent_iff' depends on axioms: [propext, Classical.choice, Quot.sound]
#print axioms GaugeOriginAngularMomentum.rotatoryStrength_origin_independent
-- 'GaugeOriginAngularMomentum.rotatoryStrength_origin_independent' depends on axioms: [propext, Classical.choice, Quot.sound]
#print axioms GaugeOriginAngularMomentum.superposition_origin_dependence
-- 'GaugeOriginAngularMomentum.superposition_origin_dependence' depends on axioms: [propext, Classical.choice, Quot.sound]
```

## From the shift law to the theorems

`matElem_sub` and `matElem_smul` give linearity in the operator, and `matElem_conj` gives $\langle w, Au\rangle = \overline{\langle u, Aw\rangle}$ for Hermitian $A$.

`angMom_shift` is the expansion of the product: `simp only` distributes the factors, and `module` compares the resulting linear combinations of matrices. In `transition_momentum`, `hl` is the action of $H$ to the left, while `h1` and `h2` evaluate the two halves of the commutator. `transition_shift` combines these two results, and `expectation_origin_independent` applies it with both states equal, where `ring` removes the factor $E - E$.

In `transition_origin_independent_iff`, `key` is the condition $D\times x = 0$ after division by the nonzero factor $i(a-b)$. `Pi.single (j + 2) 1` is the unit displacement that isolates $x_j$. The reverse direction substitutes either alternative into the shift.

`rotatoryStrength_origin_independent` uses `transition_shift` with the states exchanged, and `matElem_conj` to express everything through $x$. Instead of the vector identity, it writes out the three components in real and imaginary parts, and `ring` confirms that the imaginary parts agree. `superposition_origin_dependence` evaluates the two-level example directly, comparing real and imaginary parts.
